# Doubly filling the PPP levels below half the one-centre repulsion keeps an alternant density alternant exactly when no level lies at that energy

Whether every carbon of an alternant hydrocarbon keeps exactly one π electron through a closed-shell Pariser–Parr–Pople (PPP) calculation depends on which orbitals are filled; here they are those with energy strictly below $c/2$, where $c$ is the one-centre repulsion and energies are counted from the common site energy of the carbons. Under the hypotheses below, these are the lowest half of the orbitals when no level lies at $c/2$, and fewer than half otherwise.

Let $H$ be the core matrix, $g$ the repulsion integrals and $P$ the density matrix, with atoms labelled $r,s,t$. The Fock matrix is

$$F_{rs}=H_{rs}-\tfrac12P_{rs}g_{rs}\ (r\ne s),\qquad F_{rr}=H_{rr}+\tfrac12P_{rr}g_{rr}+\sum_{t\ne r}(P_{tt}-1)g_{rt}.$$

Put $A=F-\tfrac c2\mathbf 1$, and let $Q$ project onto the negative levels of $A$. Under the hypotheses below on $H$, $g$ and $P$, the new density $2Q$ has the alternant form of $P$ if and only if $A$ is invertible.

In Lean 4 with Mathlib:

```lean
import Mathlib

open Matrix

namespace PPPAlternant

noncomputable section

variable {n : Type*} [Fintype n] [DecidableEq n]
```

## Core coupling only between colours, with equal site energies

```lean
/-- A matrix is bipartite if it vanishes between atoms of the same colour, diagonal included. -/
def Bipartite (colour : n → Bool) (M : Matrix n n ℝ) : Prop :=
  ∀ r s, colour r = colour s → M r s = 0
```

The atoms form a finite type `n`, and `colour` sorts them into two classes. `Bipartite` allows coupling between any two atoms of opposite colour, not only neighbours. It also sets $H_{rr}=0$: all carbons have the same site energy, taken as the origin. Unlike the textbook core matrix, this $H$ leaves out the attraction to the other cores, which enters through the $-1$ in $F_{rr}$.

By hand, the hypothesis removes $H$ from every same-colour entry of $A$. If site energies may differ, the conclusion can fail. Take two atoms of opposite colour with site energies $a$ and $-a$, $a\neq0$, and off-diagonal Fock element $-k$:

$$A=\begin{pmatrix}a&-k\\-k&-a\end{pmatrix},\qquad 2Q=\mathbf 1-\frac{A}{\sqrt{a^2+k^2}}.$$

The charges are then $1\mp a/\sqrt{a^2+k^2}$, not one.

## One electron per atom and no bond order within a colour

```lean
/-- The alternant form of a density matrix: symmetric, one electron on every atom, and
zero bond order between distinct atoms of the same colour. -/
structure IsAlternantDensity (colour : n → Bool) (P : Matrix n n ℝ) : Prop where
  symm : P.IsSymm
  unit : ∀ r, P r r = 1
  zero : ∀ r s, r ≠ s → colour r = colour s → P r s = 0
```

The unit diagonal cancels the sum in $F_{rr}$, since each neighbouring electron cloud neutralises its core. The vanishing same-colour bond orders remove the exchange term between atoms of one colour.

Without unit charges, take diagonal entries $1+q$ and $1-q$ on two atoms with mutual repulsion $d$. This produces the matrix above with $a=q(c/2-d)$, so $2Q$ is not alternant whenever $a\ne0$. Without the second condition, take two atoms of the same colour, $H=0$, all $P_{rs}=1$ and $d>0$: the step returns $P$, with its forbidden bond order.

## Symmetric repulsion with one value on every centre

```lean
/-- The closed-shell PPP Fock matrix with core Hamiltonian `H`, repulsion integrals `g`,
density matrix `P` and unit core charges. -/
def fock (H g P : Matrix n n ℝ) : Matrix n n ℝ :=
  Matrix.of fun r s =>
    if r = s then H r r + P r r * g r r / 2 + ∑ t ∈ Finset.univ.erase r, (P t t - 1) * g r t
    else H r s - P r s * g r s / 2

/-- The Fock matrix with energies counted from `c / 2`. -/
def shiftedFock (c : ℝ) (H g P : Matrix n n ℝ) : Matrix n n ℝ :=
  fock H g P - (c / 2) • (1 : Matrix n n ℝ)
```

Taking $g_{rr}=c$ on every centre treats all carbons alike. With $H_{rr}=0$ and $P_{rr}=1$ it gives $F_{rr}=c/2$, hence $A_{rr}=0$. One-centre values $c\pm2a$ reproduce the failing matrix above.

Symmetry of $g$, like that of $H$ and $P$, makes $A$ symmetric. If two atoms had $A$ with off-diagonal entries $-k_1,-k_2$, both $k_i>0$ and unequal, then $2Q$ would have off-diagonal entries $\sqrt{k_1/k_2}$ and $\sqrt{k_2/k_1}$, and would not be symmetric.

## Double filling of the levels below $c/2$

```lean
/-- `Q` keeps every eigenvector of `A` with negative eigenvalue and annihilates every
eigenvector with non-negative eigenvalue. -/
def OccupiesNegative (A Q : Matrix n n ℝ) : Prop :=
  ∀ (μ : ℝ) (v : n → ℝ), A *ᵥ v = μ • v → Q *ᵥ v = if μ < 0 then v else 0
```

`OccupiesNegative A Q` says that $Qv=v$ when $Av=\mu v$ with $\mu<0$, and $Qv=0$ when $\mu\ge0$. Some filling rule is needed: filling both levels of ethylene would put two electrons on each atom.

The filled and empty levels are related by $S$, the diagonal matrix with $+1$ on one colour and $-1$ on the other.

```lean
/-- The diagonal matrix with entry `1` on atoms of one colour and `-1` on the others. -/
def colourSign (colour : n → Bool) : Matrix n n ℝ :=
  Matrix.diagonal fun r => if colour r then 1 else -1
```

The next three results show that $Q$ is well defined. `exists_orbitals` collects orthonormal eigenvectors as the columns of a matrix $U$.

```lean
/-- A real symmetric matrix has an orthonormal set of eigenvectors, the columns of `U`. -/
theorem exists_orbitals {A : Matrix n n ℝ} (hA : A.IsSymm) :
    ∃ (U : Matrix n n ℝ) (e : n → ℝ), Uᵀ * U = 1 ∧
      ∀ j, A *ᵥ (fun i => U i j) = e j • fun i => U i j := by
  have h : A.IsHermitian := by
    rw [Matrix.IsHermitian, Matrix.conjTranspose_eq_transpose_of_trivial]
    exact hA
  refine ⟨Matrix.of fun i j => (h.eigenvectorBasis j).ofLp i, h.eigenvalues, ?_, fun j => ?_⟩
  · ext i j
    have hij := orthonormal_iff_ite.mp h.eigenvectorBasis.orthonormal i j
    rw [PiLp.inner_apply] at hij
    simpa [Matrix.mul_apply, Matrix.one_apply, mul_comm] using hij
  · exact h.mulVec_eigenvectorBasis j

/-- Two matrices that act alike on all eigenvectors of a real symmetric matrix are equal. -/
theorem eq_of_agree {A M N : Matrix n n ℝ} (hA : A.IsSymm)
    (h : ∀ (μ : ℝ) (v : n → ℝ), A *ᵥ v = μ • v → M *ᵥ v = N *ᵥ v) : M = N := by
  obtain ⟨U, e, hU, hAU⟩ := exists_orbitals hA
  have hMU : M * U = N * U := by
    ext i j
    exact congrFun (h _ _ (hAU j)) i
  have hU' : U * Uᵀ = 1 := mul_eq_one_comm.mp hU
  calc M = M * U * Uᵀ := by rw [mul_assoc, hU', mul_one]
    _ = N * U * Uᵀ := by rw [hMU]
    _ = N := by rw [mul_assoc, hU', mul_one]
```

`eq_of_agree` is the device that turns statements about orbitals into statements about matrices. If $M$ and $N$ act alike on every eigenvector of a symmetric $A$, then $MU=NU$, and multiplying by $U^{\mathsf T}$ gives $M=N$. Its hypothesis ranges over all eigenvectors, so degenerate levels need no separate treatment and no basis has to be matched to the pairing.

```lean
/-- For a real symmetric matrix exactly one matrix occupies the negative levels, and it is
a symmetric projector. -/
theorem negative_projector {A : Matrix n n ℝ} (hA : A.IsSymm) :
    ∃ Q : Matrix n n ℝ, Qᵀ = Q ∧ Q * Q = Q ∧ ∀ R, OccupiesNegative A R ↔ R = Q := by
  obtain ⟨U, e, hU, hAU⟩ := exists_orbitals hA
  have hU' : U * Uᵀ = 1 := mul_eq_one_comm.mp hU
  have hUA : Uᵀ * A = Matrix.diagonal e * Uᵀ := by
    have h : A * U = U * Matrix.diagonal e := by
      ext i j
      rw [Matrix.mul_diagonal, mul_comm (U i j)]
      exact congrFun (hAU j) i
    have h' := congrArg Matrix.transpose h
    rwa [Matrix.transpose_mul, Matrix.transpose_mul, Matrix.diagonal_transpose, hA.eq] at h'
  -- occupation numbers: one below zero, none at zero or above
  obtain ⟨D, hD⟩ : ∃ D : Matrix n n ℝ,
    D = Matrix.diagonal fun j => if e j < 0 then (1 : ℝ) else 0 := ⟨_, rfl⟩
  have hDD : D * D = D := by
    rw [hD, Matrix.diagonal_mul_diagonal]
    congr 1
    ext j
    split_ifs <;> norm_num
  have hDt : Dᵀ = D := by rw [hD, Matrix.diagonal_transpose]
  have hQ : OccupiesNegative A (U * D * Uᵀ) := by
    intro μ v hv
    have hw : Matrix.diagonal e *ᵥ (Uᵀ *ᵥ v) = μ • (Uᵀ *ᵥ v) := by
      rw [Matrix.mulVec_mulVec, ← hUA, ← Matrix.mulVec_mulVec, hv, Matrix.mulVec_smul]
    have hDw : D *ᵥ (Uᵀ *ᵥ v) = (if μ < 0 then (1 : ℝ) else 0) • (Uᵀ *ᵥ v) := by
      ext j
      have hj := congrFun hw j
      rw [hD]
      simp only [Matrix.mulVec_diagonal, Pi.smul_apply, smul_eq_mul] at hj ⊢
      rcases eq_or_ne ((Uᵀ *ᵥ v) j) 0 with h0 | h0
      · rw [h0, mul_zero, mul_zero]
      · rw [mul_right_cancel₀ h0 hj]
    rw [← Matrix.mulVec_mulVec, ← Matrix.mulVec_mulVec, hDw, Matrix.mulVec_smul,
      Matrix.mulVec_mulVec, hU', Matrix.one_mulVec]
    split_ifs <;> simp
  refine ⟨U * D * Uᵀ, ?_, ?_, fun R => ⟨fun hR => ?_, fun hR => hR ▸ hQ⟩⟩
  · rw [Matrix.transpose_mul, Matrix.transpose_mul, Matrix.transpose_transpose, hDt, mul_assoc]
  · calc U * D * Uᵀ * (U * D * Uᵀ) = U * D * (Uᵀ * U) * D * Uᵀ := by noncomm_ring
      _ = U * (D * D) * Uᵀ := by rw [hU, mul_one, mul_assoc U D D]
      _ = U * D * Uᵀ := by rw [hDD]
  · exact eq_of_agree hA fun μ v hv => (hR μ v hv).trans (hQ μ v hv).symm
```

`negative_projector` builds $Q=UDU^{\mathsf T}$, with occupation numbers 1 or 0 in the diagonal matrix $D$. It shows that this $Q$ is symmetric and idempotent, and that no other matrix satisfies `OccupiesNegative`.

## No level at $c/2$

The hypotheses on $H$, $g$ and $P$ make $A_{rs}=0$ for equal colours. Conjugation by $S$ reverses the opposite-colour entries, so $SAS=-A$. Since $S^2=\mathbf 1$, $AS=-SA$, and $Av=\mu v$ implies $A(Sv)=-\mu\,Sv$.

Suppose $A$ is invertible, so that $\mu\neq0$ for every eigenvector.

- If $\mu<0$, then $Qv=v$ and $QSv=0$, so $SQSv=0=(\mathbf 1-Q)v$.
- If $\mu>0$, then $Qv=0$ and $QSv=Sv$, so $SQSv=v=(\mathbf 1-Q)v$.

Eigenvectors span the space, hence $SQS=\mathbf 1-Q$. The diagonal entries read $Q_{rr}=1-Q_{rr}$, so $2Q_{rr}=1$. For distinct atoms of one colour, $Q_{rs}=-Q_{rs}$, so $Q_{rs}=0$. As $Q$ is symmetric, $2Q$ is alternant.

Conversely, if $2Q$ is alternant, comparing entries gives $SQS=\mathbf 1-Q$. Let $Av=0$. Then $A(Sv)=0$ as well, so $Qv=QSv=0$, and the identity applied to $v$ gives $0=v$. Thus $A$ is invertible.

```lean
/-- Changing the sign of all orbital coefficients on one colour keeps the matrix elements
within a colour and reverses those between colours. -/
theorem colourSign_conj (colour : n → Bool) (M : Matrix n n ℝ) (r s : n) :
    (colourSign colour * M * colourSign colour) r s =
      if colour r = colour s then M r s else -M r s := by
  rw [colourSign, Matrix.mul_diagonal, Matrix.diagonal_mul]
  cases colour r <;> cases colour s <;> simp

/-- For an alternant density, a symmetric bipartite core Hamiltonian and symmetric repulsion
integrals with equal one-centre values `c`, the shifted Fock matrix is symmetric and bipartite. -/
theorem shiftedFock_bipartite {colour : n → Bool} {c : ℝ} {H g P : Matrix n n ℝ}
    (hHs : H.IsSymm) (hH : Bipartite colour H) (hg : g.IsSymm) (hc : ∀ r, g r r = c)
    (hP : IsAlternantDensity colour P) :
    (shiftedFock c H g P).IsSymm ∧ Bipartite colour (shiftedFock c H g P) := by
  constructor
  · refine Matrix.IsSymm.ext fun i j => ?_
    rcases eq_or_ne i j with rfl | h
    · rfl
    · simp [shiftedFock, fock, h, h.symm, hHs.apply i j, hP.symm.apply i j, hg.apply i j]
  · intro r s hrs
    rcases eq_or_ne r s with rfl | h
    · simp [shiftedFock, fock, hH r r rfl, hP.unit, hc]
    · simp [shiftedFock, fock, h, hH r s hrs, hP.zero r s h hrs]
```

`shiftedFock_bipartite` is where the proof uses the hypotheses on $H$, $g$ and $P$. After it, `scf_step_iff` replaces the Fock matrix by a general symmetric bipartite `A`.

```lean
/-- One PPP self-consistency step from an alternant density, with symmetric bipartite `H` and
symmetric `g` of constant diagonal `c`: doubly filling the Fock levels below `c / 2` gives an
alternant density again exactly when no level lies at `c / 2`. -/
theorem scf_step_iff {colour : n → Bool} {c : ℝ} {H g P Q : Matrix n n ℝ}
    (hHs : H.IsSymm) (hH : Bipartite colour H) (hg : g.IsSymm) (hc : ∀ r, g r r = c)
    (hP : IsAlternantDensity colour P) (hQ : OccupiesNegative (shiftedFock c H g P) Q) :
    IsAlternantDensity colour ((2 : ℝ) • Q) ↔ (shiftedFock c H g P).det ≠ 0 := by
  obtain ⟨hAs, hAb⟩ := shiftedFock_bipartite hHs hH hg hc hP
  generalize shiftedFock c H g P = A at hQ hAs hAb ⊢
  have hent := colourSign_conj colour Q
  have hSS : colourSign colour * colourSign colour = 1 := by
    ext r s
    have h := colourSign_conj colour 1 r s
    rw [mul_one] at h
    rw [h]
    rcases eq_or_ne r s with rfl | hrs
    · simp
    · simp [hrs]
  have hSAS : colourSign colour * A * colourSign colour = -A := by
    ext r s
    rw [colourSign_conj, Matrix.neg_apply]
    split_ifs with h
    · rw [hAb r s h, neg_zero]
    · rfl
  generalize colourSign colour = S at hent hSS hSAS
  have hAS : A * S = -(S * A) := by
    calc A * S = S * S * (A * S) := by rw [hSS, one_mul]
      _ = S * (S * A * S) := by noncomm_ring
      _ = -(S * A) := by rw [hSAS, mul_neg]
  -- pairing: a level at μ has a partner at -μ
  have pair : ∀ (μ : ℝ) (v : n → ℝ), A *ᵥ v = μ • v → A *ᵥ (S *ᵥ v) = (-μ) • (S *ᵥ v) := by
    intro μ v hv
    rw [Matrix.mulVec_mulVec, hAS, Matrix.neg_mulVec, ← Matrix.mulVec_mulVec, hv,
      Matrix.mulVec_smul, neg_smul]
  constructor
  · intro h hdet
    obtain ⟨v, hv0, hv⟩ := Matrix.exists_mulVec_eq_zero_iff.mpr hdet
    have hSQS : S * Q * S = 1 - Q := by
      ext r s
      rw [hent, Matrix.sub_apply]
      rcases eq_or_ne r s with rfl | hrs
      · have h1 := h.unit r
        rw [Matrix.smul_apply, smul_eq_mul] at h1
        rw [if_pos rfl, Matrix.one_apply_eq]
        linarith
      · rw [Matrix.one_apply_ne hrs]
        split_ifs with hcol
        · have h1 := h.zero r s hrs hcol
          rw [Matrix.smul_apply, smul_eq_mul] at h1
          linarith
        · ring
    have hv' : A *ᵥ v = (0 : ℝ) • v := by rw [hv, zero_smul]
    have h1 := hQ 0 v hv'
    have h2 := hQ (-0) (S *ᵥ v) (pair 0 v hv')
    rw [if_neg (lt_irrefl _)] at h1
    rw [if_neg (by norm_num)] at h2
    -- neither v nor its partner is occupied, so v must vanish
    have h3 := congrArg (fun M => M *ᵥ v) hSQS
    simp only [← Matrix.mulVec_mulVec, Matrix.sub_mulVec, Matrix.one_mulVec, h1, h2,
      Matrix.mulVec_zero, sub_zero] at h3
    exact hv0 h3.symm
  · intro hdet
    have hSQS : S * Q * S = 1 - Q := by
      refine eq_of_agree hAs fun μ v hv => ?_
      have hSv : S *ᵥ (S *ᵥ v) = v := by rw [Matrix.mulVec_mulVec, hSS, Matrix.one_mulVec]
      rw [← Matrix.mulVec_mulVec, ← Matrix.mulVec_mulVec, hQ _ _ (pair μ v hv),
        Matrix.sub_mulVec, Matrix.one_mulVec, hQ μ v hv]
      rcases lt_trichotomy μ 0 with hμ | hμ | hμ
      · rw [if_neg (by linarith), if_pos hμ, Matrix.mulVec_zero, sub_self]
      · have hv0 : v = 0 := by
          by_contra hne
          exact hdet (Matrix.exists_mulVec_eq_zero_iff.mp ⟨v, hne, by rw [hv, hμ, zero_smul]⟩)
        simp [hv0]
      · rw [if_pos (by linarith), if_neg (by linarith), hSv, sub_zero]
    obtain ⟨Q₀, hsym, -, huniq⟩ := negative_projector hAs
    have hQs : Qᵀ = Q := by rw [(huniq Q).mp hQ, hsym]
    refine ⟨?_, fun r => ?_, fun r s hrs hcol => ?_⟩
    · rw [Matrix.IsSymm, Matrix.transpose_smul, hQs]
    · have h := hent r r
      rw [hSQS, if_pos rfl, Matrix.sub_apply, Matrix.one_apply_eq] at h
      rw [Matrix.smul_apply, smul_eq_mul]
      linarith
    · have h := hent r s
      rw [hSQS, if_pos hcol, Matrix.sub_apply, Matrix.one_apply_ne hrs] at h
      rw [Matrix.smul_apply, smul_eq_mul]
      linarith
```

Here `hSAS` and `pair` are the sign reversal and the level pairing. In the direction from invertibility, `lt_trichotomy` separates the signs of $\mu$; the case $\mu=0$ leaves only $v=0$, by `hdet`. `eq_of_agree` then yields the matrix identity `hSQS`, and `negative_projector` supplies the symmetry of $Q$.

A single atom shows the failure: $A=(0)$, so $Q=0$ and the electron is lost. Radicals with a nonbonding level at $c/2$ call for an open-shell treatment.

## The same condition at every cycle

```lean
/-- Let `H` be symmetric and bipartite, and `g` symmetric with constant diagonal `c`. An SCF
iteration that starts from an alternant density and doubly fills the Fock levels below `c / 2` at
every step stays alternant if no Fock matrix on the way has a level at `c / 2`. -/
theorem scf_iteration {colour : n → Bool} {c : ℝ} {H g : Matrix n n ℝ} {P Q : ℕ → Matrix n n ℝ}
    (hHs : H.IsSymm) (hH : Bipartite colour H) (hg : g.IsSymm) (hc : ∀ r, g r r = c)
    (h0 : IsAlternantDensity colour (P 0))
    (hQ : ∀ k, OccupiesNegative (shiftedFock c H g (P k)) (Q k))
    (hstep : ∀ k, P (k + 1) = (2 : ℝ) • Q k)
    (hdet : ∀ k, (shiftedFock c H g (P k)).det ≠ 0) (k : ℕ) :
    IsAlternantDensity colour (P k) := by
  induction k with
  | zero => exact h0
  | succ k ih =>
    rw [hstep k]
    exact (scf_step_iff hHs hH hg hc ih (hQ k)).mpr (hdet k)
```

Induction repeats the step. For a closed-shell PPP calculation with $H$ and $g$ as above, the levels below $c/2$ doubly filled and each new density passed unmixed to the next cycle, this means uniform π charges at every cycle, from an alternant start and with no level at $c/2$ along the way. Convergence is not claimed, nor that every self-consistent density is alternant. For a real molecule, the PPP model is an approximation, and so are the equal site energies, the equal one-centre repulsions and the restriction of core coupling to atoms of opposite colour.

## Ethylene with numbers

Let the resonance integral be $-t$ (now an energy), with $t=2$, $c=10$ and $d=6$ in eV. Start from $P=\mathbf 1$:

$$F=\begin{pmatrix}5&-2\\-2&5\end{pmatrix}.$$

The levels are 3 and 7, on either side of $c/2=5$. The lower orbital is $(1,1)/\sqrt2$, so $2Q$ has all entries 1. The next Fock matrix has off-diagonal entries $-2-3=-5$ and levels 0 and 10, with the same lower orbital. The density is now self-consistent.

```lean
/-- Ethylene with resonance integral `-t` and repulsions `c`, `d`, where `t + d / 2 > 0`: the
density with all entries one is alternant, and half of it projects on the Fock levels
below `c / 2`, so it is self-consistent. -/
theorem ethylene_witness (t c d : ℝ) (ht : 0 < t + d / 2) :
    IsAlternantDensity ![true, false] (Matrix.of fun _ _ : Fin 2 => (1 : ℝ)) ∧
    OccupiesNegative
      (shiftedFock c !![0, -t; -t, 0] !![c, d; d, c] (Matrix.of fun _ _ => 1))
      ((1 / 2 : ℝ) • Matrix.of fun _ _ : Fin 2 => (1 : ℝ)) := by
  constructor
  · refine ⟨rfl, fun _ => rfl, fun r s hrs hcol => ?_⟩
    fin_cases r <;> fin_cases s <;> simp at hrs hcol
  · have hF : shiftedFock c !![0, -t; -t, 0] !![c, d; d, c] (Matrix.of fun _ _ => 1) =
        !![0, -(t + d / 2); -(t + d / 2), 0] := by
      ext i j
      fin_cases i <;> fin_cases j <;> simp [shiftedFock, fock] <;> ring
    rw [hF]
    generalize t + d / 2 = k at ht
    intro μ v hv
    have h0 := congrFun hv 0
    have h1 := congrFun hv 1
    simp [Matrix.mulVec, dotProduct, Fin.sum_univ_two] at h0 h1
    split_ifs with hμ
    · -- the bonding level has equal coefficients
      have h : (k - μ) * (v 0 - v 1) = 0 := by linear_combination h0 - h1
      have h' := (mul_eq_zero.mp h).resolve_left (by linarith)
      ext i
      fin_cases i <;> simp [Matrix.mulVec, dotProduct, Fin.sum_univ_two] <;> linarith
    · -- the antibonding level has opposite coefficients
      have h : (k + μ) * (v 0 + v 1) = 0 := by linear_combination -h0 - h1
      have h' := (mul_eq_zero.mp h).resolve_left (by linarith)
      ext i
      fin_cases i <;> simp [Matrix.mulVec, dotProduct, Fin.sum_univ_two] <;> linarith

end

end PPPAlternant
```

`ethylene_witness` establishes this fixed point for all $t,c,d$ with $t+d/2>0$, the condition that puts the bonding orbital below the antibonding one.

```lean
#print axioms PPPAlternant.scf_step_iff
-- 'PPPAlternant.scf_step_iff' depends on axioms: [propext, Classical.choice, Quot.sound]
#print axioms PPPAlternant.scf_iteration
-- 'PPPAlternant.scf_iteration' depends on axioms: [propext, Classical.choice, Quot.sound]
```
